# Averaging a two-particle density matrix over a finite symmetry group keeps its energy for a symmetric Hamiltonian

A search for the lowest electronic energy can be restricted to two-particle density matrices that are invariant under a symmetry group if no energy is lost by the restriction; we pose this question for complex matrices $D$ indexed by all ordered pairs of orbitals, with antisymmetry as a separate condition. A symmetry operation then acts on pairs by a plain Kronecker product.

Let $U_g$ be the unitary matrix by which an element $g$ of a finite group $G$ acts on finitely many orthonormal orbitals, with $U_{gg'}=U_gU_{g'}$. Put $W_g=U_g\otimes U_g$ and

$$\bar D=\frac1{|G|}\sum_{g\in G}W_g D W_g^\dagger .$$

The average $\bar D$ is invariant under every $W_g$. It inherits positivity and antisymmetry from $D$ and has the same trace. It also has the same energy $\operatorname{tr}(KD)$ if the two-particle matrix $K$, the reduced Hamiltonian, commutes with every $W_g$.

## Derivation of the invariance and the energy identity

The product rule $(A\otimes B)(C\otimes E)=AC\otimes BE$ gives $W_{gg'}=W_gW_{g'}$ and $W_g^\dagger W_g=1$.

**Invariance.** For fixed $g'$,

$$W_{g'}\bar D W_{g'}^\dagger=\frac1{|G|}\sum_g W_{g'g}DW_{g'g}^\dagger=\bar D,$$

because $g'g$ runs once through the group as $g$ does.

**Positivity.** If $D\ge0$, then $x^\dagger W_gDW_g^\dagger x=(W_g^\dagger x)^\dagger D(W_g^\dagger x)\ge0$ for every vector $x$. A sum of such terms with positive weights is again positive.

**Antisymmetry.** Let $P$ exchange the particles. For any one-particle matrix $A$, the element of $P(A\otimes A)$ between pairs $(i,j)$ and $(k,l)$ is $A_{jk}A_{il}$, and that of $(A\otimes A)P$ is $A_{il}A_{jk}$. So $P$ commutes with $W_g$ and with $W_g^\dagger$. If $PD=DP=-D$, then $PW_gDW_g^\dagger=W_gPDW_g^\dagger=-W_gDW_g^\dagger$, and likewise from the right.

**Energy and trace.** Commutation and cyclicity give

$$\operatorname{tr}(KW_gDW_g^\dagger)=\operatorname{tr}(W_gKDW_g^\dagger)=\operatorname{tr}(W_g^\dagger W_gKD)=\operatorname{tr}(KD).$$

Averaging over $g$ proves the energy identity, and $K=1$ gives the trace.

**Reduction of the search.** Let $S$ be a convex set of matrices that each operation $D\mapsto W_gDW_g^\dagger$ maps into itself. For $D\in S$, the average $\bar D$ is a convex combination of members of $S$, so it is an invariant member with the same energy. Hence $S$ and its invariant members yield the same energies.

## Pairs, operations and exchange in Lean

The type `n` labels the orbitals (spin orbitals, for electrons), and `G` is the group.

```lean
import Mathlib

open Matrix
open scoped Kronecker ComplexOrder

namespace PairDensitySymmetry

noncomputable section

variable {G n : Type*} [Group G] [Fintype G] [Fintype n] [DecidableEq n]
```

The homomorphism `U` into the unitary group makes this a true representation, without phase factors; antiunitary operations such as time reversal are excluded. `pairRep U g` is $W_g$.

```lean
/-- The action `U g ⊗ U g` of a symmetry operation on two-particle states. -/
def pairRep (U : G →* unitaryGroup n ℂ) (g : G) : Matrix (n × n) (n × n) ℂ :=
  (U g : Matrix n n ℂ) ⊗ₖ (U g : Matrix n n ℂ)
```

`groupAverage U D` is $\bar D$.

```lean
/-- The group average of a two-particle matrix `D` over all symmetry operations. -/
def groupAverage (U : G →* unitaryGroup n ℂ) (D : Matrix (n × n) (n × n) ℂ) :
    Matrix (n × n) (n × n) ℂ :=
  (Fintype.card G : ℝ)⁻¹ • ∑ g, pairRep U g * D * (pairRep U g)ᴴ

/-- A two-particle matrix is invariant if every symmetry operation leaves it unchanged. -/
def IsInvariant (U : G →* unitaryGroup n ℂ) (D : Matrix (n × n) (n × n) ℂ) : Prop :=
  ∀ g, pairRep U g * D * (pairRep U g)ᴴ = D
```

The name `exchange` means the permutation $P$, not an exchange integral.

```lean
/-- The operator that exchanges the two particles. -/
def exchange : Matrix (n × n) (n × n) ℂ :=
  Matrix.of fun p q => if p.swap = q then 1 else 0

/-- A two-particle matrix is antisymmetric if exchanging the particles
on either side reverses its sign. -/
def IsAntisymmetric (D : Matrix (n × n) (n × n) ℂ) : Prop :=
  exchange * D = -D ∧ D * exchange = -D
```

A one-particle operator $h$ acts on a pair as $h\otimes1+1\otimes h$. For $N\ge2$ electrons and $\operatorname{tr}D=N(N-1)/2$, its contribution to $K$ carries a factor $1/(N-1)$, since each electron occurs in $N-1$ pairs. The definition omits this factor, which does not affect commutation.

```lean
/-- The two-particle operator `h ⊗ 1 + 1 ⊗ h` of a one-particle operator `h`. -/
def oneBody (h : Matrix n n ℂ) : Matrix (n × n) (n × n) ℂ :=
  h ⊗ₖ (1 : Matrix n n ℂ) + (1 : Matrix n n ℂ) ⊗ₖ h
```

## Lemmas for a single operation

The first lemma is $W_{gg'}=W_gW_{g'}$; its second group element is called `h`, a letter used elsewhere for the one-particle operator.

```lean
omit [Fintype G] in
/-- Successive symmetry operations compose on pairs as they do in the group. -/
theorem pairRep_mul (U : G →* unitaryGroup n ℂ) (g h : G) :
    pairRep U (g * h) = pairRep U g * pairRep U h := by
  have e : (U (g * h) : Matrix n n ℂ) = (U g : Matrix n n ℂ) * (U h : Matrix n n ℂ) := by
    rw [map_mul]; rfl
  rw [pairRep, e, mul_kronecker_mul]; rfl
```

Next, `h1` and `h2` say that multiplying by $P$ swaps the row or column pair. What remains is the commutativity of two complex numbers.

```lean
/-- Particle exchange commutes with the same one-particle matrix acting on both particles. -/
theorem exchange_comm (A : Matrix n n ℂ) :
    exchange * (A ⊗ₖ A) = (A ⊗ₖ A) * exchange := by
  ext p q
  have h1 : ∀ B : Matrix (n × n) (n × n) ℂ,
      (exchange (n := n) * B : Matrix (n × n) (n × n) ℂ) p q = B p.swap q := by
    intro B
    simp only [Matrix.mul_apply, exchange, Matrix.of_apply, ite_mul, one_mul, zero_mul,
      Finset.sum_ite_eq, Finset.mem_univ, if_true]
  have h2 : ∀ B : Matrix (n × n) (n × n) ℂ,
      (B * exchange (n := n) : Matrix (n × n) (n × n) ℂ) p q = B p q.swap := by
    intro B
    have h : ∀ r : n × n, r.swap = q ↔ r = q.swap := by
      intro r
      constructor
      · intro e; rw [← e, Prod.swap_swap]
      · intro e; rw [e, Prod.swap_swap]
    simp only [Matrix.mul_apply, exchange, Matrix.of_apply, h, mul_ite, mul_one, mul_zero,
      Finset.sum_ite_eq', Finset.mem_univ, if_true]
  rw [h1, h2]
  change A p.2 q.1 * A p.1 q.2 = A p.1 q.2 * A p.2 q.1
  exact mul_comm _ _
```

The energy identity for one operation follows the chain of traces above: `hW` is $W_g^\dagger W_g=1$, and `e` moves $K$ through $W_g$.

```lean
omit [Fintype G] in
/-- A symmetry operation applied to `D` leaves `trace (K D)` unchanged
if `K` commutes with that operation. -/
theorem trace_conjugate (U : G →* unitaryGroup n ℂ) (K D : Matrix (n × n) (n × n) ℂ) (g : G)
    (hK : K * pairRep U g = pairRep U g * K) :
    (K * (pairRep U g * D * (pairRep U g)ᴴ)).trace = (K * D).trace := by
  have hU : (U g : Matrix n n ℂ)ᴴ * (U g : Matrix n n ℂ) = 1 :=
    mem_unitaryGroup_iff'.1 (U g).2
  have hW : (pairRep U g)ᴴ * pairRep U g = 1 := by
    rw [pairRep, conjTranspose_kronecker, ← mul_kronecker_mul, hU, one_kronecker_one]
  -- move K through the symmetry operation, then use cyclicity of the trace
  have e : K * (pairRep U g * D * (pairRep U g)ᴴ)
      = pairRep U g * (K * D) * (pairRep U g)ᴴ := by
    rw [← Matrix.mul_assoc, ← Matrix.mul_assoc, hK, Matrix.mul_assoc (pairRep U g) K D]
  rw [e, Matrix.trace_mul_comm, ← Matrix.mul_assoc, hW, Matrix.one_mul]

/-- The uniform average over the group of a constant quantity is that quantity. -/
theorem average_const {V : Type*} [AddCommGroup V] [Module ℝ V] (v : V) :
    (Fintype.card G : ℝ)⁻¹ • ∑ _g : G, v = v := by
  have hc : (Fintype.card G : ℝ) ≠ 0 := Nat.cast_ne_zero.mpr Fintype.card_ne_zero
  rw [Finset.sum_const, Finset.card_univ, ← Nat.cast_smul_eq_nsmul ℝ, smul_smul,
    inv_mul_cancel₀ hc, one_smul]
```

## The five properties of the average

The main theorem takes arbitrary complex `K` and `D`, with commutation as its only hypothesis. Positivity and antisymmetry are implications, so each needs only its own premise on `D`. `PosSemidef` includes Hermiticity. The trace is not fixed, which leaves the normalisation free.

The local statement `energy` is proved for every commuting `L`, and is used for `K` and for the identity.

```lean
/-- The group average of `D` is invariant, keeps positivity and antisymmetry, and has the
same trace and the same `trace (K D)` for `K` commuting with every `U g ⊗ U g`. -/
theorem groupAverage_properties (U : G →* unitaryGroup n ℂ) (K D : Matrix (n × n) (n × n) ℂ)
    (hK : ∀ g, K * pairRep U g = pairRep U g * K) :
    IsInvariant U (groupAverage U D) ∧
    (D.PosSemidef → (groupAverage U D).PosSemidef) ∧
    (IsAntisymmetric D → IsAntisymmetric (groupAverage U D)) ∧
    (groupAverage U D).trace = D.trace ∧
    (K * groupAverage U D).trace = (K * D).trace := by
  have energy : ∀ L : Matrix (n × n) (n × n) ℂ, (∀ g, L * pairRep U g = pairRep U g * L) →
      (L * groupAverage U D).trace = (L * D).trace := by
    intro L hL
    rw [groupAverage, Matrix.mul_smul, Finset.mul_sum, trace_smul, trace_sum,
      Finset.sum_congr rfl (fun g _ => trace_conjugate U L D g (hL g)), average_const]
  refine ⟨?_, ?_, ?_, ?_, energy K hK⟩
  · -- a further operation only relabels the terms of the group sum
    intro h
    rw [groupAverage, Matrix.mul_smul, Matrix.smul_mul, Finset.mul_sum, Finset.sum_mul]
    congr 1
    refine Fintype.sum_equiv (Equiv.mulLeft h) _ _ (fun g => ?_)
    simp only [Equiv.coe_mulLeft, pairRep_mul, conjTranspose_mul, Matrix.mul_assoc]
  · intro hD
    exact (posSemidef_sum _ (fun g _ => hD.mul_mul_conjTranspose_same (pairRep U g))).smul
      (by positivity)
  · -- exchange passes through each operation and meets D
    intro hD
    constructor
    · rw [groupAverage, Matrix.mul_smul, Finset.mul_sum, ← smul_neg, ← Finset.sum_neg_distrib]
      congr 1
      refine Finset.sum_congr rfl (fun g _ => ?_)
      rw [pairRep, ← Matrix.mul_assoc, ← Matrix.mul_assoc, exchange_comm,
        Matrix.mul_assoc _ exchange D, hD.1, Matrix.mul_neg, Matrix.neg_mul]
    · rw [groupAverage, Matrix.smul_mul, Finset.sum_mul, ← smul_neg, ← Finset.sum_neg_distrib]
      congr 1
      refine Finset.sum_congr rfl (fun g _ => ?_)
      rw [pairRep, conjTranspose_kronecker, Matrix.mul_assoc, ← exchange_comm,
        ← Matrix.mul_assoc, Matrix.mul_assoc _ D, hD.2, Matrix.mul_neg, Matrix.neg_mul]
  · simpa only [Matrix.one_mul] using
      energy 1 (fun g => by rw [Matrix.one_mul, Matrix.mul_one])
```

The relabelling of the group sum is done by `Fintype.sum_equiv`. It equates two finite sums, given a bijection between their index types and a proof that corresponding terms agree. The bijection here is `Equiv.mulLeft h`, left multiplication by `h`, which carries its inverse, multiplication by `h⁻¹`, with it. Only the termwise identity is left to prove, and `pairRep_mul` supplies it.

## Invariant matrices suffice for the energies

Averaging changes nothing exactly when the matrix is already invariant.

```lean
/-- A two-particle matrix equals its group average exactly when it is invariant. -/
theorem groupAverage_eq_self_iff (U : G →* unitaryGroup n ℂ) (D : Matrix (n × n) (n × n) ℂ) :
    groupAverage U D = D ↔ IsInvariant U D := by
  constructor
  · intro h
    rw [← h]
    exact (groupAverage_properties U 1 D
      (fun g => by rw [Matrix.one_mul, Matrix.mul_one])).1
  · intro h
    rw [groupAverage, Finset.sum_congr rfl (fun g _ => h g), average_const]
```

In `symmetry_reduction`, the two images are the sets of energies attained on `S` and on its invariant members. `hS` is convexity and `hU` is stability under the operations. The weights $1/|G|$ are nonnegative and sum to one, as `hS.sum_mem` requires.

```lean
/-- On a convex set `S` of two-particle matrices that is stable under the symmetry operations,
the values of `trace (K D)` are those attained on the invariant members of `S`,
if `K` commutes with every `U g ⊗ U g`. -/
theorem symmetry_reduction (U : G →* unitaryGroup n ℂ) (K : Matrix (n × n) (n × n) ℂ)
    (hK : ∀ g, K * pairRep U g = pairRep U g * K)
    (S : Set (Matrix (n × n) (n × n) ℂ)) (hS : Convex ℝ S)
    (hU : ∀ D ∈ S, ∀ g, pairRep U g * D * (pairRep U g)ᴴ ∈ S) :
    (fun D => (K * D).trace) '' S =
      (fun D => (K * D).trace) '' {D | D ∈ S ∧ IsInvariant U D} := by
  apply Set.Subset.antisymm
  · rintro _ ⟨D, hD, rfl⟩
    have hp := groupAverage_properties U K D hK
    refine ⟨groupAverage U D, ⟨?_, hp.1⟩, hp.2.2.2.2⟩
    -- the group average is a convex combination of members of S
    rw [groupAverage, Finset.smul_sum]
    refine hS.sum_mem (fun _ _ => by positivity) ?_ (fun g _ => hU D hD g)
    rw [Finset.sum_const, Finset.card_univ, nsmul_eq_mul,
      mul_inv_cancel₀ (Nat.cast_ne_zero.mpr Fintype.card_ne_zero)]
  · exact Set.image_mono (fun _ h => h.1)
```

To apply this to a real system, one must show that the chosen set of admissible matrices is convex and stable. For matrices derived from ensembles of $N$-electron states, both properties hold: ensembles can be mixed, and the operations act on the $N$-electron states themselves.

## A Hamiltonian with parity

If $h$ commutes with every $U_g$, then $h\otimes1+1\otimes h$ satisfies the commutation hypothesis, by the product rule.

```lean
omit [Fintype G] in
/-- If `h` commutes with a symmetry operation on the orbitals, then `h ⊗ 1 + 1 ⊗ h`
commutes with that operation on pairs. -/
theorem oneBody_comm (U : G →* unitaryGroup n ℂ) (h : Matrix n n ℂ) (g : G)
    (hh : h * (U g : Matrix n n ℂ) = (U g : Matrix n n ℂ) * h) :
    oneBody h * pairRep U g = pairRep U g * oneBody h := by
  simp only [oneBody, pairRep, Matrix.mul_add, Matrix.add_mul, ← mul_kronecker_mul, hh,
    Matrix.mul_one, Matrix.one_mul]
```

In the example, `ℤˣ` is the group $\{1,-1\}$. Orbitals 0 and 1 are even, and orbital 2 is odd.

```lean
/-- The two-element group acting on three orbitals, of which two are even and one is odd. -/
def parity : ℤˣ →* unitaryGroup (Fin 3) ℂ where
  toFun s := ⟨diagonal ![1, 1, ((s : ℤ) : ℂ)], by
    rw [mem_unitaryGroup_iff, star_eq_conjTranspose]
    rcases Int.units_eq_one_or s with rfl | rfl <;> ext i j <;>
      fin_cases i <;> fin_cases j <;> simp [diagonal_conjTranspose]⟩
  map_one' := by
    apply Subtype.ext
    ext i j
    fin_cases i <;> fin_cases j <;> simp
  map_mul' s t := by
    apply Subtype.ext
    ext i j
    fin_cases i <;> fin_cases j <;> simp

/-- For three orbitals with parity, the one-body Hamiltonian with hopping between the two even
orbitals and unit energy on the odd one commutes with the symmetry operations on pairs. -/
theorem oneBody_comm_witness (s : ℤˣ) :
    oneBody !![0, 1, 0; 1, 0, 0; 0, 0, 1] * pairRep parity s =
      pairRep parity s * oneBody !![0, 1, 0; 1, 0, 0; 0, 0, 1] := by
  apply oneBody_comm
  change _ * diagonal ![1, 1, ((s : ℤ) : ℂ)] = diagonal ![1, 1, ((s : ℤ) : ℂ)] * _
  ext i j
  rw [mul_diagonal, diagonal_mul]
  fin_cases i <;> fin_cases j <;> simp

end

end PairDensitySymmetry
```

```lean
#print axioms PairDensitySymmetry.groupAverage_eq_self_iff
#print axioms PairDensitySymmetry.symmetry_reduction
```

```
'PairDensitySymmetry.groupAverage_eq_self_iff' depends on axioms: [propext, Classical.choice, Quot.sound]
'PairDensitySymmetry.symmetry_reduction' depends on axioms: [propext, Classical.choice, Quot.sound]
```

## The blocks of a three-orbital calculation

In this example, the normalised antisymmetric pairs are $|01\rangle$, $|02\rangle$ and $|12\rangle$, where $|ij\rangle=(|i,j\rangle-|j,i\rangle)/\sqrt2$. The first is even under parity and the other two are odd. An antisymmetric $D$ is thus a $3\times3$ matrix in this basis, and averaging sets to zero the four elements that connect $|01\rangle$ with the odd pairs.

The positivity condition splits into a $1\times1$ and a $2\times2$ block, and a Hermitian $D$ has five real parameters instead of nine. For two electrons, where the factor $1/(N-1)$ equals 1, the Hamiltonian splits in the same way:

$$K=(0)\oplus\begin{pmatrix}1&1\\1&1\end{pmatrix}.$$

The deleted elements therefore never enter $\operatorname{tr}(KD)$. Variational density-matrix calculations in a finite orbital basis can exploit a finite point group in a similar way: in a symmetry-adapted basis of pairs, an invariant matrix has no elements between pairs that belong to different irreducible representations. The number and size of the blocks depend on the group and the basis.
